# A Jastrow factor on independent particles keeps the density to first order exactly when its net field is uniform

Let $N\ge 1$ particles live on a finite set $X$, and give the configuration $x=(x_0,\dots,x_{N-1})$ the weight

$$W_\varepsilon(x)=\prod_i p(x_i)\;e^{\varepsilon J(x)},\qquad J(x)=\sum_i\chi(x_i)-\sum_{i<j}u(x_i,x_j),$$

where $p$ is a probability on $X$ with $p(a)>0$ everywhere, $\chi$ is a real one-body function and $u$ is a real symmetric pair function. Let $\rho_\varepsilon(a)$ be the normalised probability that a chosen particle $k$ sits at $a$. Then $\rho_\varepsilon(a)$ has zero derivative at $\varepsilon=0$ for every $a$ if and only if the net field

$$v(a)=\chi(a)-(N-1)\sum_{b}u(a,b)\,p(b)$$

does not depend on $a$.

In variational Monte Carlo, a pair factor that keeps particles apart in general also changes the density, and a one-body factor can compensate for this. For a product reference on a finite set, and to first order in the strength $\varepsilon$, the result says which $\chi$ does so: $(N-1)\sum_b u(a,b)p(b)$ plus any constant. The weight can be read as $|\Psi|^2$ for $\Psi=\prod_i\varphi(x_i)\,e^{\varepsilon J/2}$ with $p=|\varphi|^2$. A Slater determinant with two or more particles of the same spin does not have this form, since it vanishes when two of them share a site.

## The linear response of the density

Write $n=N-1$ for the number of particles other than $k$, and $y=(y_0,\dots,y_{n-1})$ for their positions. Let $P(y)=\prod_j p(y_j)$, and let $J(y)$ be the same exponent for these $n$ particles alone. Particle $k$ forms exactly one pair with each of the others, and $u$ is symmetric, so with particle $k$ at $a$ the full exponent is

$$\chi(a)-\sum_j u(a,y_j)+J(y).$$

The unnormalised density $A_\varepsilon(a)$ is the sum of the weights over $y$ with particle $k$ held at $a$. Differentiating the exponential at $\varepsilon=0$ brings down the exponent:

$$A_0'(a)=p(a)\sum_y P(y)\Big[\chi(a)-\sum_j u(a,y_j)+J(y)\Big].$$

Since $\sum_yP(y)=1$, the first term gives $\chi(a)$. In the second, the sums over all positions except $y_j$ give one, which leaves $\sum_b u(a,b)p(b)$ for each of the $n$ values of $j$. The third term is a number $M=\sum_yP(y)J(y)$ that does not depend on $a$. Hence

$$A_0'(a)=p(a)\,\big(v(a)+M\big).$$

The normalisation is $Z_\varepsilon=\sum_aA_\varepsilon(a)$. With $\langle v\rangle=\sum_b p(b)v(b)$ we have $A_0(a)=p(a)$, $Z_0=1$ and $Z_0'=\langle v\rangle+M$. The quotient rule gives

$$\rho_0'(a)=\frac{A_0'(a)Z_0-A_0(a)Z_0'}{Z_0^2}=p(a)(v(a)+M)-p(a)(\langle v\rangle+M)=p(a)\,\big(v(a)-\langle v\rangle\big).$$

If $v$ is constant, it equals its average and the slope vanishes. Conversely, if the slope vanishes at every $a$, division by $p(a)>0$ gives $v(a)=\langle v\rangle$ for all $a$.

For $\chi=0$ and $N\ge2$ the condition says that the averaged pair function $\sum_b u(a,b)p(b)$ is uniform.

## A site that the reference never occupies

The converse needs $p$ to be nonzero at every point. Take $X=\{0,1\}$, $p(0)=1$, $p(1)=0$, $u=0$, $\chi(0)=0$ and $\chi(1)=1$. Every configuration with a particle at $1$ has weight zero for all $\varepsilon$, so the density stays at $\rho_\varepsilon(0)=1$ and $\rho_\varepsilon(1)=0$. It is stationary, yet $v(0)=0$ and $v(1)=1$.

## Weights, density and net field in Lean

```lean
import Mathlib

open Finset

namespace JastrowDensity

noncomputable section

variable {X : Type*} [Fintype X] {n : ℕ}
```

The type `X` is the finite set of positions. A configuration of $n$ particles is a function `Fin n → X`, so particles are labelled from $0$.

```lean
/-- The Jastrow exponent: one-body terms `χ` minus the pair terms `u`, each pair counted once. -/
def exponent (χ : X → ℝ) (u : X → X → ℝ) (x : Fin n → X) : ℝ :=
  (∑ i, χ (x i)) - ∑ i, ∑ j, if i < j then u (x i) (x j) else 0
```

The double sum with the condition `i < j` counts each pair once. Two particles may share a site, in which case the value $u(a,a)$ enters. Because `u` is real-valued, an infinitely repulsive core is excluded.

```lean
/-- The weight of a configuration: independent particles times a Jastrow factor of strength `ε`. -/
def weight (p χ : X → ℝ) (u : X → X → ℝ) (ε : ℝ) (x : Fin n → X) : ℝ :=
  (∏ i, p (x i)) * Real.exp (ε * exponent χ u x)
```

This is $W_\varepsilon(x)$. The strength `ε` multiplies the one-body and the pair terms together, so both are switched on at the same rate.

```lean
/-- The configuration with particle `k` at `a` and the other `n` particles at `y`. -/
def place (k : Fin (n + 1)) (a : X) (y : Fin n → X) : Fin (n + 1) → X :=
  Fin.insertNth (α := fun _ => X) k a y
```

The number of particles is now $N=n+1$, and `place k a y` inserts particle `k` at `a` among the others.

```lean
/-- The probability that particle `k` of `n + 1` sits at `a`, for nonnegative weights of nonzero
total. -/
def oneBodyDensity (p χ : X → ℝ) (u : X → X → ℝ) (k : Fin (n + 1)) (ε : ℝ) (a : X) : ℝ :=
  (∑ y : Fin n → X, weight p χ u ε (place k a y)) / ∑ x : Fin (n + 1) → X, weight p χ u ε x
```

The numerator is $A_\varepsilon(a)$ and the denominator is $Z_\varepsilon$.

```lean
/-- The one-body function minus `n` times the `p`-weighted sum of the pair function. -/
def netField (n : ℕ) (p χ : X → ℝ) (u : X → X → ℝ) (a : X) : ℝ :=
  χ a - n * ∑ y, u a y * p y
```

This is $v(a)$, with the factor $N-1$ appearing as `n`. The summation variable `y` is here a single site, written $b$ in the formulas above, and not a configuration of the other particles.

## Separating one particle from the others

```lean
/-- A sum over configurations is a sum over particle `k` and over the others. -/
theorem sum_place (k : Fin (n + 1)) (F : (Fin (n + 1) → X) → ℝ) :
    ∑ x, F x = ∑ a, ∑ y, F (place k a y) :=
  (Equiv.sum_comp (Fin.insertNthEquiv (fun _ => X) k) F).symm.trans (Fintype.sum_prod_type _)
```

Inserting particle $k$ is a bijection between pairs $(a,y)$ and full configurations, so the sum over configurations becomes a double sum. This gives $Z_\varepsilon=\sum_aA_\varepsilon(a)$.

```lean
omit [Fintype X] in
/-- The independent-particle weight factorises into particle `k` and the others. -/
theorem prod_place (p : X → ℝ) (k : Fin (n + 1)) (a : X) (y : Fin n → X) :
    ∏ i, p (place k a y i) = p a * ∏ i, p (y i) := by
  simp only [Fin.prod_univ_succAbove _ k, place, Fin.insertNth_apply_same,
    Fin.insertNth_apply_succAbove]
```

The reference weight splits as $p(a)P(y)$. The function `k.succAbove` lists the labels other than `k` in increasing order.

```lean
omit [Fintype X] in
/-- For symmetric `u`, the exponent splits into the terms that contain particle `k` and the
exponent of the others. -/
theorem exponent_place (χ : X → ℝ) (u : X → X → ℝ) (hu : ∀ a b, u a b = u b a)
    (k : Fin (n + 1)) (a : X) (y : Fin n → X) :
    exponent χ u (place k a y) = χ a - ∑ j, u a (y j) + exponent χ u y := by
  have hm : ∀ i j, k.succAbove i < k.succAbove j ↔ i < j :=
    fun _ _ => (Fin.strictMono_succAbove k).lt_iff_lt
  -- each other particle stands either before or after `k`, so it is paired with `k` once
  have hq : (∑ j, if k < k.succAbove j then u a (y j) else 0)
      + (∑ j, if k.succAbove j < k then u (y j) a else 0) = ∑ j, u a (y j) := by
    rw [← sum_add_distrib]
    refine sum_congr rfl fun j _ => ?_
    rcases lt_or_gt_of_ne (Fin.succAbove_ne k j) with h | h
    · rw [if_neg (not_lt_of_ge (le_of_lt h)), if_pos h, zero_add, hu]
    · rw [if_pos h, if_neg (not_lt_of_ge (le_of_lt h)), add_zero]
  unfold exponent
  simp only [Fin.sum_univ_succAbove _ k, place, Fin.insertNth_apply_same,
    Fin.insertNth_apply_succAbove, hm, lt_irrefl, if_false, zero_add, sum_add_distrib]
  linear_combination -hq
```

This is the splitting of the exponent. The fact `hm` says that relabelling the other particles keeps their order, so their mutual pairs reassemble into $J(y)$. The pairs that contain `k` come in two kinds, $u(a,y_j)$ when `k` has the smaller label and $u(y_j,a)$ when it has the larger. In `hq` exactly one of the two occurs for each $j$, and symmetry `hu` turns the second kind into the first. The final `linear_combination` collects the terms.

## Averages over independent particles

```lean
/-- Independent particles with normalised `p` have total weight one. -/
theorem sum_prod_eq_one (p : X → ℝ) (hp : ∑ a, p a = 1) :
    ∑ x : Fin n → X, ∏ i, p (x i) = 1 := by
  have h : (∏ _i : Fin n, ∑ a : X, p a) = ∑ x : Fin n → X, ∏ i, p (x i) := by
    rw [prod_univ_sum, Fintype.piFinset_univ]
  rw [← h]
  simp [hp]
```

The product of $n$ sums, each equal to one, expands into the sum of $P$ over all configurations. For $n=0$ there is a single empty configuration of weight one.

```lean
/-- For normalised `p`, an observable of one independent particle is averaged with `p` alone. -/
theorem mean_one_body (p : X → ℝ) (hp : ∑ a, p a = 1) (j : Fin n) (g : X → ℝ) :
    ∑ y : Fin n → X, (∏ i, p (y i)) * g (y j) = ∑ b, p b * g b := by
  have h : (∏ i, ∑ b, p b * (if i = j then g b else 1))
      = ∑ y : Fin n → X, ∏ i, p (y i) * (if i = j then g (y i) else 1) := by
    rw [prod_univ_sum, Fintype.piFinset_univ]
  have h' : ∀ i, ∑ b, p b * (if i = j then g b else 1)
      = if i = j then ∑ b, p b * g b else 1 := by
    intro i
    by_cases hi : i = j <;> simp [hi, hp]
  simp only [h', prod_mul_distrib, prod_ite_eq', mem_univ, if_true] at h
  exact h.symm
```

The same expansion is used with an extra factor $g$ in the position of particle $j$ only. Every other factor sums to one, and $\sum_b p(b)g(b)$ remains.

## Differentiating the density

```lean
/-- For normalised `p` and symmetric `u`, the slope at `ε = 0` of the unnormalised density is `p a`
times the sum of the net field at `a` and the mean exponent of the other particles. -/
theorem hasDerivAt_unnormalised (p χ : X → ℝ) (u : X → X → ℝ) (hp : ∑ a, p a = 1)
    (hu : ∀ a b, u a b = u b a) (k : Fin (n + 1)) (a : X) :
    HasDerivAt (fun ε => ∑ y : Fin n → X, weight p χ u ε (place k a y))
      (p a * (netField n p χ u a + ∑ y : Fin n → X, (∏ i, p (y i)) * exponent χ u y)) 0 := by
  have hw : ∀ x : Fin (n + 1) → X, HasDerivAt (fun ε => weight p χ u ε x)
      ((∏ i, p (x i)) * exponent χ u x) 0 := by
    intro x
    have h := (((hasDerivAt_id (0 : ℝ)).mul_const (exponent χ u x)).exp).const_mul
      (∏ i, p (x i))
    refine h.congr_deriv ?_
    simp
  -- the `n` other particles contribute equally to the mean pair term
  have hj : ∀ j : Fin n, ∑ y : Fin n → X, (∏ i, p (y i)) * u a (y j) = ∑ b, u a b * p b :=
    fun j => (mean_one_body p hp j (u a)).trans (sum_congr rfl fun b _ => mul_comm _ _)
  have hU : ∑ y : Fin n → X, (∏ i, p (y i)) * ∑ j, u a (y j) = n * ∑ b, u a b * p b := by
    calc _ = ∑ j, ∑ y : Fin n → X, (∏ i, p (y i)) * u a (y j) := by
          simp only [mul_sum]
          exact sum_comm
      _ = _ := by simp only [hj, sum_const, card_univ, Fintype.card_fin, nsmul_eq_mul]
  refine (HasDerivAt.fun_sum fun y _ => hw (place k a y)).congr_deriv ?_
  simp only [prod_place, exponent_place χ u hu]
  calc _ = p a * (χ a * (∑ y : Fin n → X, ∏ i, p (y i))
        - (∑ y : Fin n → X, (∏ i, p (y i)) * ∑ j, u a (y j))
        + ∑ y : Fin n → X, (∏ i, p (y i)) * exponent χ u y) := by
        rw [mul_sum, ← sum_sub_distrib, ← sum_add_distrib, mul_sum]
        exact sum_congr rfl fun y _ => by ring
    _ = _ := by
        rw [sum_prod_eq_one p hp, hU, netField]
        ring
```

The step `hw` differentiates a single weight at $\varepsilon=0$. The step `hj` averages one pair term, and `hU` adds the $n$ equal contributions. After the exponent has been split, the first line of the last `calc` separates the three terms in the bracket of the derivation, and the second evaluates them. The result is $A_0'(a)=p(a)(v(a)+M)$, with $M$ written out as a sum.

```lean
/-- Linear response: for normalised `p` and symmetric `u`, the slope of the density at `ε = 0` is
`p a` times the deviation of the net field at `a` from its average. -/
theorem hasDerivAt_density (p χ : X → ℝ) (u : X → X → ℝ) (hp : ∑ a, p a = 1)
    (hu : ∀ a b, u a b = u b a) (k : Fin (n + 1)) (a : X) :
    HasDerivAt (fun ε => oneBodyDensity p χ u k ε a)
      (p a * (netField n p χ u a - ∑ b, p b * netField n p χ u b)) 0 := by
  have hA := hasDerivAt_unnormalised p χ u hp hu k
  obtain ⟨M, hM⟩ : ∃ M, M = ∑ y : Fin n → X, (∏ i, p (y i)) * exponent χ u y := ⟨_, rfl⟩
  rw [← hM] at hA
  have hZ : HasDerivAt (fun ε => ∑ x : Fin (n + 1) → X, weight p χ u ε x)
      (∑ b, p b * (netField n p χ u b + M)) 0 := by
    simp only [sum_place k]
    exact HasDerivAt.fun_sum fun b _ => hA b
  have hZ' : ∑ b, p b * (netField n p χ u b + M) = (∑ b, p b * netField n p χ u b) + M := by
    simp only [mul_add, sum_add_distrib, ← sum_mul, hp, one_mul]
  have Z0 : ∑ x : Fin (n + 1) → X, weight p χ u 0 x = 1 := by
    simp only [weight, zero_mul, Real.exp_zero, mul_one]
    exact sum_prod_eq_one p hp
  have A0 : ∑ y : Fin n → X, weight p χ u 0 (place k a y) = p a := by
    simp only [weight, zero_mul, Real.exp_zero, mul_one, prod_place, ← mul_sum,
      sum_prod_eq_one p hp]
  -- in the quotient rule the exponent of the other particles cancels
  refine ((hA a).fun_div hZ (by simp [Z0])).congr_deriv ?_
  simp only [Z0, A0, hZ']
  ring
```

Here that sum receives the name `M`. The steps `hZ` and `hZ'` give $Z_0'=\langle v\rangle+M$, while `Z0` and `A0` give the values at $\varepsilon=0$. The quotient rule is `fun_div`, and the closing `ring` cancels `M`. The theorem is the formula $\rho_0'(a)=p(a)(v(a)-\langle v\rangle)$. It requires `p` to be normalised but not positive, and its right-hand side is the same for every particle `k`.

## The criterion for a stationary density

```lean
/-- For `n + 1` particles, a positive probability `p` and symmetric `u`, the density is stationary
at `ε = 0` iff `χ` equals, up to a constant, `n` times the averaged pair function. -/
theorem density_stationary_iff (p χ : X → ℝ) (u : X → X → ℝ) (hpos : ∀ a, 0 < p a)
    (hp : ∑ a, p a = 1) (hu : ∀ a b, u a b = u b a) (k : Fin (n + 1)) :
    (∀ a, HasDerivAt (fun ε => oneBodyDensity p χ u k ε a) 0 0) ↔
      ∃ c, ∀ a, χ a - n * ∑ y, u a y * p y = c := by
  constructor
  · intro h
    refine ⟨∑ b, p b * netField n p χ u b, fun a => ?_⟩
    rcases mul_eq_zero.1 ((hasDerivAt_density p χ u hp hu k a).unique (h a)) with h0 | h0
    · exact absurd h0 (hpos a).ne'
    · exact sub_eq_zero.1 h0
  · rintro ⟨c, hc⟩ a
    have hc' : ∀ b, netField n p χ u b = c := hc
    refine (hasDerivAt_density p χ u hp hu k a).congr_deriv ?_
    simp only [hc', ← sum_mul, hp]
    ring
```

In `HasDerivAt f 0 0` the first zero is the derivative and the second is the point $\varepsilon=0$, so the left side says that every $\rho_\varepsilon(a)$ is differentiable there with slope zero. The right side says that $v$ equals some constant `c`. The hypotheses are those of the opening: `hpos` means that the reference occupies every site with nonzero probability, `hp` normalises it, and `hu` says that a pair contributes the same when its two particles are exchanged.

In the forward direction, uniqueness of the derivative equates the linear response with zero. One factor of the product must then vanish, and `hpos` rules out $p(a)=0$. In the backward direction, a constant field is inserted into the response formula, which reduces to zero.

The criterion concerns the slope at $\varepsilon=0$ only. At finite strength a density that meets it may still change at second order, and on a finite set there is no electron–electron cusp to impose on $u$.

```lean
/-- Without a one-body factor, for at least two particles, a positive probability `p` and
symmetric `u`, the density is stationary at `ε = 0` iff the averaged pair function is uniform. -/
theorem pair_only_stationary_iff (p : X → ℝ) (u : X → X → ℝ) (hn : n ≠ 0)
    (hpos : ∀ a, 0 < p a) (hp : ∑ a, p a = 1) (hu : ∀ a b, u a b = u b a) (k : Fin (n + 1)) :
    (∀ a, HasDerivAt (fun ε => oneBodyDensity p (fun _ => 0) u k ε a) 0 0) ↔
      ∃ c, ∀ a, ∑ y, u a y * p y = c := by
  have hne : (n : ℝ) ≠ 0 := Nat.cast_ne_zero.2 hn
  rw [density_stationary_iff p (fun _ => 0) u hpos hp hu k]
  constructor
  · rintro ⟨c, hc⟩
    refine ⟨-c / n, fun a => ?_⟩
    rw [eq_div_iff hne]
    linear_combination -(hc a)
  · rintro ⟨c, hc⟩
    exact ⟨0 - n * c, fun a => by rw [hc a]⟩

end

end JastrowDensity
```

With `χ` set to zero, the preceding criterion reads $-n\sum_b u(a,b)p(b)=c$, and dividing by $-n$ gives the uniform average. The hypothesis `hn` says that there are at least two particles. A single particle has no pairs, so its density is stationary whatever $u$ is.

```lean
#print axioms JastrowDensity.hasDerivAt_density
#print axioms JastrowDensity.pair_only_stationary_iff
```

```
'JastrowDensity.hasDerivAt_density' depends on axioms: [propext, Classical.choice, Quot.sound]
'JastrowDensity.pair_only_stationary_iff' depends on axioms: [propext, Classical.choice, Quot.sound]
```
